# A p-shell hopping block on a z bond is diag(p, p, s) exactly when it commutes with all z rotations and the mirror x → −x

Take a molecule of two identical atoms on the z axis with one p shell on each, and set the hopping between the two \(p_x\) orbitals to 1 and that between the two \(p_y\) orbitals to 2. The π levels, which should come in degenerate pairs, split, and their orbitals single out the x and y directions, which nothing in the molecule distinguishes from other directions perpendicular to the bond. A real hopping block between two p shells has nine entries, and most choices of them spoil the symmetry of the bond in some such way.

The theorems below determine which blocks respect that symmetry. In a two-centre tight-binding model with real p orbitals and no spin-orbit coupling, they reduce the nine entries for a bond to two numbers, the π and σ integrals.

## The symmetry operations and the blocks as matrices

```lean
import Mathlib

open Matrix

namespace SlaterKosterTwoParameter

noncomputable section
```

The first line loads Mathlib, Lean's mathematical library. `open Matrix` makes its matrix notation available, such as `ᵀ` for the transpose.

```lean
/-- Rotation by the angle `θ` about the z axis, acting on the orbitals `(p_x, p_y, p_z)`. -/
def zRotation (θ : ℝ) : Matrix (Fin 3) (Fin 3) ℝ :=
  !![Real.cos θ, -Real.sin θ, 0; Real.sin θ, Real.cos θ, 0; 0, 0, 1]
```

The type `Matrix (Fin 3) (Fin 3) ℝ` is that of real 3×3 matrices. Lean counts from zero, so the indices 0, 1, 2 stand for \(p_x, p_y, p_z\), and the text follows this numbering. The semicolons separate rows:
\[
R_z(\theta)=\begin{pmatrix}\cos\theta&-\sin\theta&0\\ \sin\theta&\cos\theta&0\\0&0&1\end{pmatrix}.
\]
The three p orbitals transform like the components of a vector, which is why the ordinary rotation matrix appears.

```lean
/-- The reflection `x → -x`. -/
def xMirror : Matrix (Fin 3) (Fin 3) ℝ :=
  !![-1, 0, 0; 0, 1, 0; 0, 0, 1]
```

This is \(M=\mathrm{diag}(-1,1,1)\), the reflection in a plane that contains the bond. Rotations about z and this reflection leave both atoms in place. Such an operation \(G\), applied to both shells in the same axes, turns a hopping block \(A\) into \(GAG^{T}\). Since \(G\) is orthogonal, invariance \(GAG^{T}=A\) is the same as \(AG=GA\), and this is the form used throughout.

```lean
/-- The hopping block `diag(p, p, s)` of a bond along z, with pi integral `p` and
sigma integral `s`. -/
def piSigmaBlock (p s : ℝ) : Matrix (Fin 3) (Fin 3) ℝ :=
  !![p, 0, 0; 0, p, 0; 0, 0, s]
```

Here `p` is the π integral, often written \(V_{pp\pi}\), and `s` is the σ integral \(V_{pp\sigma}\). Both are arbitrary real numbers; they are not computed from orbitals, and nothing is said about their signs or their dependence on distance.

```lean
/-- The Slater-Koster block `p 1 + (s - p) n nᵀ` for the direction `n`. -/
def bondBlock (n : Fin 3 → ℝ) (p s : ℝ) : Matrix (Fin 3) (Fin 3) ℝ :=
  p • (1 : Matrix (Fin 3) (Fin 3) ℝ) + (s - p) • vecMulVec n n
```

For a direction \(n\), `vecMulVec n n` is the matrix \(nn^{T}\), so the block has entries \(p\,\delta_{ij}+(s-p)\,n_in_j\). The definition accepts any vector; the theorems use it only for unit vectors.

## The pi-sigma form is invariant

```lean
/-- The block `diag(p, p, s)` commutes with every rotation about the z axis. -/
theorem piSigmaBlock_comm_zRotation (p s θ : ℝ) :
    piSigmaBlock p s * zRotation θ = zRotation θ * piSigmaBlock p s := by
  ext i j
  fin_cases i <;> fin_cases j <;>
    simp [piSigmaBlock, zRotation, Matrix.mul_apply, Fin.sum_univ_three] <;> ring
```

The arguments before the colon read "for all real \(p\), \(s\) and \(\theta\)". Both products equal
\[
\begin{pmatrix}p\cos\theta&-p\sin\theta&0\\p\sin\theta&p\cos\theta&0\\0&0&s\end{pmatrix}.
\]
In the proof, `ext i j` reduces the matrix equation to its entries, `fin_cases` lists the nine cases, and `simp` and `ring` do the algebra.

```lean
/-- The block `diag(p, p, s)` commutes with the reflection `x → -x`. -/
theorem piSigmaBlock_comm_xMirror (p s : ℝ) :
    piSigmaBlock p s * xMirror = xMirror * piSigmaBlock p s := by
  ext i j
  fin_cases i <;> fin_cases j <;>
    simp [piSigmaBlock, xMirror, Matrix.mul_apply, Fin.sum_univ_three]
```

Both products are \(\mathrm{diag}(-p,p,s)\), and the proof again compares entries.

## Rotations alone leave three parameters

```lean
/-- A block commutes with all rotations about z exactly when it has the pi-sigma form up to
an additional antisymmetric coupling `q` between `p_x` and `p_y`. -/
theorem comm_rotations_iff (A : Matrix (Fin 3) (Fin 3) ℝ) :
    (∀ θ, A * zRotation θ = zRotation θ * A) ↔
      ∃ p q s : ℝ, A = !![p, -q, 0; q, p, 0; 0, 0, s] := by
  constructor
  · intro hr
    -- the quarter turn already fixes the form
    have h := hr (Real.pi / 2)
    have h00 := congrFun (congrFun h 0) 0
    have h01 := congrFun (congrFun h 0) 1
    have h02 := congrFun (congrFun h 0) 2
    have h12 := congrFun (congrFun h 1) 2
    have h20 := congrFun (congrFun h 2) 0
    have h21 := congrFun (congrFun h 2) 1
    simp only [zRotation, Real.cos_pi_div_two, Real.sin_pi_div_two, Matrix.mul_apply,
      Fin.sum_univ_three, Matrix.of_apply, Matrix.cons_val', Matrix.cons_val]
      at h00 h01 h02 h12 h20 h21
    have e01 : A 0 1 = -A 1 0 := by linarith
    have e11 : A 1 1 = A 0 0 := by linarith
    have e02 : A 0 2 = 0 := by linarith
    have e12 : A 1 2 = 0 := by linarith
    have e20 : A 2 0 = 0 := by linarith
    have e21 : A 2 1 = 0 := by linarith
    refine ⟨A 0 0, A 1 0, A 2 2, ?_⟩
    ext i j
    fin_cases i <;> fin_cases j <;> simp [e01, e11, e02, e12, e20, e21]
  · rintro ⟨p, q, s, rfl⟩ θ
    ext i j
    fin_cases i <;> fin_cases j <;>
      simp [zRotation, Matrix.mul_apply, Fin.sum_univ_three] <;> ring
```

The symbol `↔` means "if and only if", and `∃` means "there exist". To derive the form, take the quarter turn \(Q=R_z(\pi/2)\) and write out both products:
\[
AQ=\begin{pmatrix}A_{01}&-A_{00}&A_{02}\\A_{11}&-A_{10}&A_{12}\\A_{21}&-A_{20}&A_{22}\end{pmatrix},\qquad
QA=\begin{pmatrix}-A_{10}&-A_{11}&-A_{12}\\A_{00}&A_{01}&A_{02}\\A_{20}&A_{21}&A_{22}\end{pmatrix}.
\]
The first row gives \(A_{01}=-A_{10}\), \(A_{00}=A_{11}\) and \(A_{02}=-A_{12}\). The second row gives \(A_{12}=A_{02}\), so both vanish. The third row gives \(A_{21}=A_{20}\) and \(-A_{20}=A_{21}\), so these vanish too. What remains is \(p=A_{00}\), \(q=A_{10}\) and \(s=A_{22}\).

Conversely, let \(J\) be the quarter turn in the xy plane. The upper 2×2 part of the block is \(p\,1+qJ\), that of the rotation is \(\cos\theta\,1+\sin\theta\,J\), and these commute for every \(\theta\).

In Lean, `hr (Real.pi / 2)` specialises the assumption to the quarter turn. An expression such as `congrFun (congrFun h 0) 1` reads off entry (0, 1), and `linarith` solves the resulting linear equations.

This shows what fails without the mirror. With \(p=s=0\) and \(q=1\), the block
\[
\begin{pmatrix}0&-1&0\\1&0&0\\0&0&0\end{pmatrix}
\]
commutes with every rotation about z but is not of the form \(\mathrm{diag}(p,p,s)\). It couples \(p_x\) to \(p_y\) with a definite handedness, which a reflection reverses.

## One rotation and the mirror suffice

```lean
/-- If a block commutes with the reflection `x → -x` and with one rotation about z whose
angle has nonzero sine, then it equals `diag(p, p, s)` for some `p` and `s`. -/
theorem piSigma_of_single_rotation (A : Matrix (Fin 3) (Fin 3) ℝ) {θ : ℝ}
    (hθ : Real.sin θ ≠ 0) (hr : A * zRotation θ = zRotation θ * A)
    (hm : A * xMirror = xMirror * A) : ∃ p s : ℝ, A = piSigmaBlock p s := by
  have m01 := congrFun (congrFun hm 0) 1
  have m02 := congrFun (congrFun hm 0) 2
  have m10 := congrFun (congrFun hm 1) 0
  have m20 := congrFun (congrFun hm 2) 0
  have h01 := congrFun (congrFun hr 0) 1
  have h02 := congrFun (congrFun hr 0) 2
  have h20 := congrFun (congrFun hr 2) 0
  simp only [zRotation, xMirror, Matrix.mul_apply, Fin.sum_univ_three, Matrix.of_apply,
    Matrix.cons_val', Matrix.cons_val] at m01 m02 m10 m20 h01 h02 h20
  -- the mirror decouples `p_x` from the other two orbitals
  have e01 : A 0 1 = 0 := by linarith
  have e02 : A 0 2 = 0 := by linarith
  have e10 : A 1 0 = 0 := by linarith
  have e20 : A 2 0 = 0 := by linarith
  -- the rotation equates the pi entries and decouples `p_y` from `p_z`
  have e11 : A 0 0 = A 1 1 := mul_left_cancel₀ hθ (by linear_combination -h01)
  have e12 : A 1 2 = 0 :=
    mul_left_cancel₀ hθ (by linear_combination h02 - (1 - Real.cos θ) * e02)
  have e21 : A 2 1 = 0 :=
    mul_left_cancel₀ hθ (by linear_combination h20 + (1 - Real.cos θ) * e20)
  refine ⟨A 0 0, A 2 2, ?_⟩
  ext i j
  fin_cases i <;> fin_cases j <;>
    simp [piSigmaBlock, e01, e02, e10, e20, e11, e12, e21]
```

The assumptions are named: `hθ` says \(\sin\theta\neq0\), `hr` is commutation with one rotation, and `hm` is commutation with the mirror.

Let \(m=(-1,1,1)\) be the diagonal of \(M\). The mirror condition reads \((m_j-m_i)A_{ij}=0\), so \(A_{01}=A_{02}=A_{10}=A_{20}=0\). With these zeros, three entries of the rotation condition become
\[
\begin{aligned}
(0,1):&\quad -\sin\theta\,A_{00}=-\sin\theta\,A_{11},\\
(0,2):&\quad 0=-\sin\theta\,A_{12},\\
(2,0):&\quad \sin\theta\,A_{21}=0.
\end{aligned}
\]
Dividing by \(\sin\theta\) gives \(A_{00}=A_{11}\) and \(A_{12}=A_{21}=0\), so \(A=\mathrm{diag}(A_{00},A_{00},A_{22})\).

The Lean proof takes the same steps. `linear_combination` derives each equation multiplied by \(\sin\theta\), and `mul_left_cancel₀ hθ` cancels the factor. The choice \(\theta=2\pi/3\) is allowed, so a threefold axis along the bond together with this mirror already leaves only two parameters.

```lean
/-- Two-parameter theorem: a real block commutes with all rotations about z and with the
reflection `x → -x` if and only if it equals `diag(p, p, s)` for some real `p` and `s`. -/
theorem two_parameter (A : Matrix (Fin 3) (Fin 3) ℝ) :
    ((∀ θ, A * zRotation θ = zRotation θ * A) ∧ A * xMirror = xMirror * A) ↔
      ∃ p s : ℝ, A = piSigmaBlock p s := by
  constructor
  · rintro ⟨hr, hm⟩
    exact piSigma_of_single_rotation A (θ := Real.pi / 2) (by simp) (hr _) hm
  · rintro ⟨p, s, rfl⟩
    exact ⟨piSigmaBlock_comm_zRotation p s, piSigmaBlock_comm_xMirror p s⟩
```

This is the two-parameter theorem. From left to right, take \(\theta=\pi/2\), whose sine is 1, and apply the preceding result. From right to left, the two invariance theorems for \(\mathrm{diag}(p,p,s)\) give commutation with every rotation and with the mirror.

The symmetry is a hypothesis here. Physically it stands for the two-centre approximation, in which the hopping depends only on the two atoms and the line between them. Neighbouring atoms in a crystal can lower the symmetry of a bond and allow further entries.

```lean
/-- The half turn about z and the reflection `x → -x` do not suffice: `diag(1, 2, 3)`
commutes with both and is not of the form `diag(p, p, s)`. -/
theorem half_turn_insufficient :
    let A : Matrix (Fin 3) (Fin 3) ℝ := !![1, 0, 0; 0, 2, 0; 0, 0, 3]
    A * zRotation Real.pi = zRotation Real.pi * A ∧ A * xMirror = xMirror * A ∧
      ¬ ∃ p s : ℝ, A = piSigmaBlock p s := by
  intro A
  refine ⟨?_, ?_, ?_⟩
  · ext i j
    fin_cases i <;> fin_cases j <;>
      simp [A, zRotation, Matrix.mul_apply, Fin.sum_univ_three]
  · ext i j
    fin_cases i <;> fin_cases j <;>
      simp [A, xMirror, Matrix.mul_apply, Fin.sum_univ_three]
  · rintro ⟨p, s, h⟩
    have h0 := congrFun (congrFun h 0) 0
    have h1 := congrFun (congrFun h 1) 1
    simp [A, piSigmaBlock] at h0 h1
    linarith
```

A half turn cannot replace the full set of rotations. Since \(R_z(\pi)=\mathrm{diag}(-1,-1,1)\) and \(M\) are diagonal, both commute with \(\mathrm{diag}(1,2,3)\). Were this matrix equal to \(\mathrm{diag}(p,p,s)\), then \(p\) would be both 1 and 2. The line `let A` only names the matrix, and `¬` means "not". The example also shows why `piSigma_of_single_rotation` needs the condition \(\sin\theta\neq0\): here \(\sin\pi=0\).

## Bonds in other directions

```lean
/-- Slater-Koster table for p orbitals: an orthogonal `R` turns the block `diag(p, p, s)`
of a z bond into `p 1 + (s - p) n nᵀ`, where `n` is the image of the z axis under `R`. -/
theorem slater_koster_table {R : Matrix (Fin 3) (Fin 3) ℝ} (hR : R * Rᵀ = 1) (p s : ℝ) :
    R * piSigmaBlock p s * Rᵀ = bondBlock (R *ᵥ ![0, 0, 1]) p s := by
  have hz : ∀ i, (R *ᵥ ![0, 0, 1]) i = R i 2 := by
    intro i
    simp [Matrix.mulVec, dotProduct, Fin.sum_univ_three]
  ext i j
  -- completeness of the rotated axes, entry by entry
  have h := congrFun (congrFun hR i) j
  simp only [Matrix.mul_apply, Matrix.transpose_apply, Fin.sum_univ_three] at h
  simp only [bondBlock, Matrix.add_apply, Matrix.smul_apply, Matrix.vecMulVec_apply,
    smul_eq_mul, hz, Matrix.mul_apply, Matrix.transpose_apply, Fin.sum_univ_three,
    piSigmaBlock, Matrix.of_apply, Matrix.cons_val', Matrix.cons_val]
  linear_combination p * h
```

The assumption `hR` says that \(R\) is orthogonal, with reflections allowed. The expression `R *ᵥ ![0, 0, 1]` is \(n=Re_z\), where \(e_z=(0,0,1)^{T}\); it is a unit vector and the last column of \(R\). Since \(\mathrm{diag}(p,p,s)=p\,1+(s-p)\,e_ze_z^{T}\),
\[
R\,\mathrm{diag}(p,p,s)\,R^{T}=p\,RR^{T}+(s-p)(Re_z)(Re_z)^{T}=p\,1+(s-p)\,nn^{T}.
\]
The entries are those of the Slater-Koster table for p orbitals: for instance \(n_0^2s+(1-n_0^2)p\) between \(p_x\) and \(p_x\), and \(n_0n_1(s-p)\) between \(p_x\) and \(p_y\). The tables for s and d shells are not treated.

Lean proves the identity entry by entry. `hz` records \(n_i=R_{i2}\), and `h` is the orthogonality relation \(\sum_kR_{ik}R_{jk}=\delta_{ij}\). Multiplied by \(p\), this relation accounts for the difference between the two sides.

```lean
/-- A block commutes with a symmetry operation rotated by an orthogonal `R` exactly when the
block expressed in the rotated axes commutes with the original operation. -/
theorem comm_rotated_iff {R : Matrix (Fin 3) (Fin 3) ℝ} (hR : R * Rᵀ = 1)
    (A G : Matrix (Fin 3) (Fin 3) ℝ) :
    A * (R * G * Rᵀ) = R * G * Rᵀ * A ↔ Rᵀ * A * R * G = G * (Rᵀ * A * R) := by
  have hR' : Rᵀ * R = 1 := mul_eq_one_comm.mp hR
  constructor
  · intro h
    calc Rᵀ * A * R * G = Rᵀ * A * R * G * (Rᵀ * R) := by rw [hR', mul_one]
      _ = Rᵀ * (A * (R * G * Rᵀ)) * R := by simp only [mul_assoc]
      _ = Rᵀ * (R * G * Rᵀ * A) * R := by rw [h]
      _ = (Rᵀ * R) * (G * (Rᵀ * A * R)) := by simp only [mul_assoc]
      _ = G * (Rᵀ * A * R) := by rw [hR', one_mul]
  · intro h
    calc A * (R * G * Rᵀ) = (R * Rᵀ) * (A * (R * G * Rᵀ)) := by rw [hR, one_mul]
      _ = R * (Rᵀ * A * R * G) * Rᵀ := by simp only [mul_assoc]
      _ = R * (G * (Rᵀ * A * R)) * Rᵀ := by rw [h]
      _ = R * G * Rᵀ * A * (R * Rᵀ) := by simp only [mul_assoc]
      _ = R * G * Rᵀ * A := by rw [hR, mul_one]
```

For a bond along \(n\), the symmetry operation \(G\) becomes \(RGR^{T}\), and the block seen from the bond's own axes is \(R^{T}AR\). Multiply \(A(RGR^{T})=(RGR^{T})A\) by \(R^{T}\) on the left and \(R\) on the right. With \(R^{T}R=1\), this becomes
\[
(R^{T}AR)\,G=G\,(R^{T}AR).
\]
Multiplying by \(R\) on the left and \(R^{T}\) on the right leads back. The `calc` blocks write out these chains of equalities. The relation \(R^{T}R=1\) follows from \(RR^{T}=1\) because the matrices are square.

```lean
/-- Two-parameter theorem for a bond along the image `n` of the z axis under an orthogonal
`R`: a block commutes with the rotated symmetry operations if and only if it equals
`p 1 + (s - p) n nᵀ` for some real `p` and `s`. -/
theorem two_parameter_bond {R : Matrix (Fin 3) (Fin 3) ℝ} (hR : R * Rᵀ = 1)
    (A : Matrix (Fin 3) (Fin 3) ℝ) :
    ((∀ θ, A * (R * zRotation θ * Rᵀ) = R * zRotation θ * Rᵀ * A) ∧
      A * (R * xMirror * Rᵀ) = R * xMirror * Rᵀ * A) ↔
      ∃ p s : ℝ, A = bondBlock (R *ᵥ ![0, 0, 1]) p s := by
  have hR' : Rᵀ * R = 1 := mul_eq_one_comm.mp hR
  constructor
  · rintro ⟨hr, hm⟩
    -- pass to the axes in which the bond points along z
    obtain ⟨p, s, h⟩ := (two_parameter (Rᵀ * A * R)).mp
      ⟨fun θ => (comm_rotated_iff hR A _).mp (hr θ), (comm_rotated_iff hR A _).mp hm⟩
    refine ⟨p, s, ?_⟩
    rw [← slater_koster_table hR, ← h]
    calc A = (R * Rᵀ) * A * (R * Rᵀ) := by rw [hR, one_mul, mul_one]
      _ = R * (Rᵀ * A * R) * Rᵀ := by simp only [mul_assoc]
  · rintro ⟨p, s, h⟩
    have hB : Rᵀ * A * R = piSigmaBlock p s := by
      rw [h, ← slater_koster_table hR]
      calc Rᵀ * (R * piSigmaBlock p s * Rᵀ) * R
          = (Rᵀ * R) * piSigmaBlock p s * (Rᵀ * R) := by simp only [mul_assoc]
        _ = piSigmaBlock p s := by rw [hR', one_mul, mul_one]
    obtain ⟨hr, hm⟩ := (two_parameter (Rᵀ * A * R)).mpr ⟨p, s, hB⟩
    exact ⟨fun θ => (comm_rotated_iff hR A _).mpr (hr θ), (comm_rotated_iff hR A _).mpr hm⟩

end

end SlaterKosterTwoParameter
```

This carries the two-parameter theorem over to a bond along \(n=Re_z\). If \(A\) commutes with the rotated operations, then \(R^{T}AR\) commutes with the original ones and equals \(\mathrm{diag}(p,p,s)\) for some \(p\) and \(s\). Hence
\[
A=R\,(R^{T}AR)\,R^{T}=R\,\mathrm{diag}(p,p,s)\,R^{T}=p\,1+(s-p)\,nn^{T}.
\]
Conversely, a block of this form satisfies \(R^{T}AR=\mathrm{diag}(p,p,s)\), which commutes with the original operations, so \(A\) commutes with the rotated ones. The Lean proof follows this route, with `obtain` extracting \(p\) and \(s\) from the theorem for the z bond.

The direction enters through \(R\); that every unit vector is the last column of some orthogonal matrix is a familiar fact of linear algebra which the file neither states nor uses.

```lean
#print axioms SlaterKosterTwoParameter.comm_rotations_iff
-- 'SlaterKosterTwoParameter.comm_rotations_iff' depends on axioms: [propext, Classical.choice, Quot.sound]
#print axioms SlaterKosterTwoParameter.half_turn_insufficient
-- 'SlaterKosterTwoParameter.half_turn_insufficient' depends on axioms: [propext, Classical.choice, Quot.sound]
#print axioms SlaterKosterTwoParameter.two_parameter_bond
-- 'SlaterKosterTwoParameter.two_parameter_bond' depends on axioms: [propext, Classical.choice, Quot.sound]
```
